# The register swap as a sum over Pauli strings

The operator $S$ that exchanges two registers of $n$ qubits is

$$S = 2^{-n}\sum_{s} P_s\otimes P_s ,$$

where $s$ runs over all $4^n$ labels and $P_s$ is the $n$-qubit Pauli string with label $s$. If only the qubits in a set $A$ of sites are exchanged, the operator $S_A$ is $2^{-|A|}$ times the same sum restricted to strings that are the identity outside $A$.

## Swaps and purity

On two uncorrelated copies of a state $\rho$ of a finite qubit register, the expectation value of $S$ is the purity $\mathrm{tr}\,\rho^2$, so the expansion expresses the purity through squared Pauli expectation values. This application is not part of the Lean file.

## Two registers and their operators

A basis state of one register is a bit string, `Bits n`. A two-register operator is a complex matrix indexed by pairs of bit strings, and `⊗ₖ` is the tensor product. The labels 0, 1, 2, 3 in `pauli` stand for $\sigma_0=I$, $\sigma_1=X$, $\sigma_2=Y$, $\sigma_3=Z$, and `pauliString s` has the entries

$$(P_s)_{xy}=\prod_i(\sigma_{s_i})_{x_iy_i}.$$

The swaps are defined without Pauli matrices. `partialSwap A` has entry 1 in row $p$ and column $q$ when exchanging the bits of $p$ on $A$ gives $q$, and 0 otherwise; `registerSwap n` does the same with whole registers.

The theorem `partialSwap_eq_pauli_sum` states the expansion for every $n$ and every $A$, and `registerSwap_eq_pauli_sum` states it for the full swap. The registers are distinguishable: no fermionic sign appears, and nothing is said about circuits or measurement cost.

## One site

Consider $\sum_k(\sigma_k)_{ac}(\sigma_k)_{bd}$ for bits $a,b,c,d$.

- If $a=c$ and $b=d$, only $I$ and $Z$ contribute, giving $1+(-1)^{a+b}$. This is 2 for $a=b$ and 0 otherwise.
- If $a\ne c$ and $b\ne d$, only $X$ and $Y$ contribute. The $Y$ term is $-1$ for $a=b$ and $+1$ for $a\neq b$, so the sum is 0 or 2 respectively.
- In the remaining cases every term vanishes.

In all cases

$$\sum_{k=0}^{3}(\sigma_k)_{ac}(\sigma_k)_{bd}=2\,\delta_{bc}\,\delta_{ad}.$$

For $n=1$ this is already the result: $S=\tfrac12(I\otimes I+X\otimes X+Y\otimes Y+Z\otimes Z)$. For $n=0$ there is one empty string, and both sides are the number 1.

## Many sites

Now let $a,b,c,d$ be bit strings, and let $s$ run only over the labels with $s_i=0$ at every site $i$ outside $A$. The labels on different sites are chosen independently, so the sum of products factorises:

$$\sum_s (P_s)_{ac}(P_s)_{bd}=\prod_i\sum_{k}(\sigma_k)_{a_ic_i}(\sigma_k)_{b_id_i}.$$

On a site in $A$, $k$ takes all four values and the factor is $2\,\delta_{b_ic_i}\delta_{a_id_i}$. On any other site only $k=0$ is allowed, and the factor is $\delta_{a_ic_i}\delta_{b_id_i}$. The product is $2^{|A|}$ if exchanging the bits of $(a,b)$ on $A$ gives $(c,d)$, and 0 otherwise. This is $2^{|A|}$ times the entry of $S_A$. Taking $A$ to be all sites gives the full swap.

## Collective operators

For one-register matrices $M$ and $N$, the entry of $S(M\otimes N)$ in row $(a,b)$ and column $(c,d)$ is $M_{bc}N_{ad}$, and $(N\otimes M)S$ has the same entry. With $N=M$, the swap commutes with $M\otimes M$, and so does $\sum_sP_s\otimes P_s=2^nS$. In particular, the sum is unchanged by a common change of basis on both registers.

## The Lean file

```lean
import Mathlib

open Matrix
open scoped Kronecker

namespace SwapPauliStrings

noncomputable section

/-- Computational basis labels of a register of `n` qubits. -/
abbrev Bits (n : ℕ) := Fin n → Fin 2

/-- The four single-qubit Pauli matrices `I, X, Y, Z`, labelled by `0, 1, 2, 3`. -/
def pauli : Fin 4 → Matrix (Fin 2) (Fin 2) ℂ :=
  ![1, !![0, 1; 1, 0], !![0, -Complex.I; Complex.I, 0], !![1, 0; 0, -1]]

/-- The Pauli string with label `s`: the tensor product over the sites `i` of the
Pauli matrices `pauli (s i)`. -/
def pauliString {n : ℕ} (s : Fin n → Fin 4) : Matrix (Bits n) (Bits n) ℂ :=
  Matrix.of fun x y => ∏ i, pauli (s i) (x i) (y i)

/-- The labels of the Pauli strings that are the identity on every site outside `A`. -/
def stringsOn {n : ℕ} (A : Finset (Fin n)) : Finset (Fin n → Fin 4) :=
  Finset.univ.filter fun s => ∀ i, i ∉ A → s i = 0

/-- Exchange the bits on the sites in `A` between two bit strings. -/
def exchange {n : ℕ} (A : Finset (Fin n)) (p : Bits n × Bits n) : Bits n × Bits n :=
  (fun i => if i ∈ A then p.2 i else p.1 i, fun i => if i ∈ A then p.1 i else p.2 i)

/-- The partial swap: the operator on two registers that exchanges the qubits in `A`. -/
def partialSwap {n : ℕ} (A : Finset (Fin n)) :
    Matrix (Bits n × Bits n) (Bits n × Bits n) ℂ :=
  Matrix.of fun p q => if exchange A p = q then 1 else 0

/-- The operator that exchanges two whole registers of `n` qubits. -/
def registerSwap (n : ℕ) : Matrix (Bits n × Bits n) (Bits n × Bits n) ℂ :=
  Matrix.of fun p q => if p.swap = q then 1 else 0

/-- The partial swap exchanges the bits in `A` in the argument of a two-register
wavefunction. -/
theorem partialSwap_mulVec {n : ℕ} (A : Finset (Fin n)) (Ψ : Bits n × Bits n → ℂ) :
    partialSwap A *ᵥ Ψ = fun p => Ψ (exchange A p) := by
  ext p
  simp only [Matrix.mulVec, dotProduct, partialSwap, Matrix.of_apply, ite_mul, one_mul,
    zero_mul, Finset.sum_ite_eq, Finset.mem_univ, if_true]

/-- The register swap sends the product state `ψ ⊗ φ` to `φ ⊗ ψ`. -/
theorem registerSwap_mulVec_product {n : ℕ} (ψ φ : Bits n → ℂ) :
    registerSwap n *ᵥ (fun p => ψ p.1 * φ p.2) = fun p => φ p.1 * ψ p.2 := by
  ext p
  simp only [Matrix.mulVec, dotProduct, registerSwap, Matrix.of_apply, ite_mul, one_mul,
    zero_mul, Finset.sum_ite_eq, Finset.mem_univ, if_true]
  exact mul_comm _ _

/-- Completeness relation of the single-qubit Pauli matrices, entry by entry. -/
theorem pauli_completeness (a b c d : Fin 2) :
    ∑ k, pauli k a c * pauli k b d = if b = c ∧ a = d then 2 else 0 := by
  fin_cases a <;> fin_cases b <;> fin_cases c <;> fin_cases d <;>
    simp [pauli, Fin.sum_univ_four] <;> norm_num

/-- The partial swap on a set `A` of sites is `2^(-|A|)` times the sum of `P ⊗ P` over
the Pauli strings `P` that are the identity outside `A`. -/
theorem partialSwap_eq_pauli_sum {n : ℕ} (A : Finset (Fin n)) :
    partialSwap A =
      ((2 : ℂ) ^ A.card)⁻¹ • ∑ s ∈ stringsOn A, pauliString s ⊗ₖ pauliString s := by
  ext ⟨a, b⟩ ⟨c, d⟩
  -- the allowed labels are chosen independently on each site
  have hstr : stringsOn A = Fintype.piFinset
      (fun i => if i ∈ A then (Finset.univ : Finset (Fin 4)) else {0}) := by
    ext s
    simp only [stringsOn, Finset.mem_filter, Finset.mem_univ, true_and,
      Fintype.mem_piFinset]
    refine forall_congr' fun i => ?_
    by_cases h : i ∈ A <;> simp [h]
  -- the contribution of one site
  have site : ∀ i, ∑ k ∈ (if i ∈ A then (Finset.univ : Finset (Fin 4)) else {0}),
      pauli k (a i) (c i) * pauli k (b i) (d i) =
      (if i ∈ A then (2 : ℂ) else 1) *
        (if (if i ∈ A then b i else a i) = c i ∧ (if i ∈ A then a i else b i) = d i
          then 1 else 0) := by
    intro i
    by_cases h : i ∈ A
    · simp only [if_pos h, pauli_completeness]
      split_ifs <;> simp
    · simp only [if_neg h, Finset.sum_singleton]
      by_cases h1 : a i = c i <;> by_cases h2 : b i = d i <;>
        simp [pauli, h1, h2]
  -- the sum over strings factorises over the sites
  have key : ∏ i, ∑ k ∈ (if i ∈ A then (Finset.univ : Finset (Fin 4)) else {0}),
      pauli k (a i) (c i) * pauli k (b i) (d i) =
      ∑ s ∈ Fintype.piFinset
        (fun i => if i ∈ A then (Finset.univ : Finset (Fin 4)) else {0}),
        ∏ i, pauli (s i) (a i) (c i) * pauli (s i) (b i) (d i) :=
    Finset.prod_univ_sum ..
  have hcard : ∏ i, (if i ∈ A then (2 : ℂ) else 1) = 2 ^ A.card := by
    simp [Finset.prod_ite_mem]
  have hE : exchange A (a, b) = (c, d) ↔
      ∀ i, (if i ∈ A then b i else a i) = c i ∧ (if i ∈ A then a i else b i) = d i := by
    simp only [exchange, Prod.mk.injEq, funext_iff, forall_and]
  have total : ∑ s ∈ stringsOn A,
      ∏ i, pauli (s i) (a i) (c i) * pauli (s i) (b i) (d i) =
      2 ^ A.card * (if exchange A (a, b) = (c, d) then 1 else 0) := by
    rw [hstr, ← key, Finset.prod_congr rfl (fun i _ => site i),
      Finset.prod_mul_distrib, hcard]
    congr 1
    by_cases h : ∀ i, (if i ∈ A then b i else a i) = c i ∧
        (if i ∈ A then a i else b i) = d i
    · rw [if_pos (hE.2 h)]
      exact Finset.prod_eq_one fun i _ => if_pos (h i)
    · rw [if_neg (mt hE.1 h)]
      obtain ⟨i, hi⟩ := not_forall.1 h
      exact Finset.prod_eq_zero (Finset.mem_univ i) (if_neg hi)
  simp only [partialSwap, Matrix.of_apply, Matrix.smul_apply, Matrix.sum_apply,
    Matrix.kroneckerMap_apply, pauliString, ← Finset.prod_mul_distrib, smul_eq_mul]
  rw [total, inv_mul_cancel_left₀ (pow_ne_zero _ two_ne_zero)]

/-- The operator exchanging two registers of `n` qubits is `2^(-n)` times the sum of
`P ⊗ P` over all `n`-qubit Pauli strings `P`. -/
theorem registerSwap_eq_pauli_sum (n : ℕ) :
    registerSwap n =
      ((2 : ℂ) ^ n)⁻¹ • ∑ s : Fin n → Fin 4, pauliString s ⊗ₖ pauliString s := by
  have hx : ∀ p : Bits n × Bits n, exchange Finset.univ p = p.swap := fun p => by
    simp [exchange, Prod.swap]
  have h : registerSwap n = partialSwap Finset.univ := by
    ext p q
    simp only [registerSwap, partialSwap, Matrix.of_apply, hx]
  have hs : stringsOn (Finset.univ : Finset (Fin n)) = Finset.univ := by
    simp [stringsOn]
  rw [h, partialSwap_eq_pauli_sum, hs, Finset.card_univ, Fintype.card_fin]

/-- Moving the register swap past `M ⊗ N` exchanges the two factors. -/
theorem registerSwap_mul_kronecker {n : ℕ} (M N : Matrix (Bits n) (Bits n) ℂ) :
    registerSwap n * (M ⊗ₖ N) = (N ⊗ₖ M) * registerSwap n := by
  ext ⟨a, b⟩ ⟨c, d⟩
  have hq : ∀ q : Bits n × Bits n, q.swap = (c, d) ↔ q = (d, c) := by
    rintro ⟨x, y⟩
    simp [and_comm]
  simp only [Matrix.mul_apply, registerSwap, Matrix.of_apply, hq, ite_mul, mul_ite,
    one_mul, zero_mul, mul_one, mul_zero, Finset.sum_ite_eq, Finset.sum_ite_eq',
    Finset.mem_univ, if_true, Matrix.kroneckerMap_apply, Prod.swap_prod_mk]
  exact mul_comm _ _

/-- The sum of `P ⊗ P` over all Pauli strings commutes with `M ⊗ M` for every operator
`M` on one register. -/
theorem pauli_sum_commute {n : ℕ} (M : Matrix (Bits n) (Bits n) ℂ) :
    Commute (∑ s : Fin n → Fin 4, pauliString s ⊗ₖ pauliString s) (M ⊗ₖ M) := by
  -- the sum is a multiple of the register swap
  have h : ∑ s : Fin n → Fin 4, pauliString s ⊗ₖ pauliString s =
      (2 : ℂ) ^ n • registerSwap n := by
    rw [registerSwap_eq_pauli_sum, smul_inv_smul₀ (pow_ne_zero _ two_ne_zero)]
  have hc : Commute (registerSwap n) (M ⊗ₖ M) := registerSwap_mul_kronecker M M
  rw [h]
  exact hc.smul_left _

end

end SwapPauliStrings
```

```lean
#print axioms SwapPauliStrings.partialSwap_mulVec
#print axioms SwapPauliStrings.registerSwap_mulVec_product
#print axioms SwapPauliStrings.registerSwap_eq_pauli_sum
#print axioms SwapPauliStrings.pauli_sum_commute
```

```
'SwapPauliStrings.partialSwap_mulVec' depends on axioms: [propext, Classical.choice, Quot.sound]
'SwapPauliStrings.registerSwap_mulVec_product' depends on axioms: [propext, Classical.choice, Quot.sound]
'SwapPauliStrings.registerSwap_eq_pauli_sum' depends on axioms: [propext, Classical.choice, Quot.sound]
'SwapPauliStrings.pauli_sum_commute' depends on axioms: [propext, Classical.choice, Quot.sound]
```

## How the proof follows the derivation

`partialSwap_mulVec` and `registerSwap_mulVec_product` check that the defined matrices act on wavefunctions as swaps should. `pauli_completeness` proves the one-site relation by running through all sixteen choices of bits with `fin_cases`.

In `partialSwap_eq_pauli_sum`, `hstr` rewrites the allowed strings as independent choices on each site, and `site` evaluates one factor. `key` is the factorisation, supplied by `Finset.prod_univ_sum`. `hcard` collects the factors of 2, and `hE` says that the exchange condition holds exactly when it holds on every site. `total` combines these: the product of deltas is 1 if all conditions hold, and a single failing site makes it 0. The last line cancels $2^{|A|}$.

`registerSwap_eq_pauli_sum` identifies the full swap with the partial swap on all sites. `registerSwap_mul_kronecker` compares the two matrix entries above, and `pauli_sum_commute` applies it with equal factors after rewriting the Pauli sum as a multiple of the swap.
